# A uniformly magnetized nucleus and a hyperfine integrand starting as c r: the lost hyperfine integral is c/2 times the mean square radius, to second order in the radius

To correct a computed hyperfine constant for the spread of the nuclear magnetization, one can subtract c/2 times the mean square magnetic radius from the point-dipole hyperfine integral. Here c is the slope at the origin of the electronic hyperfine density w(r), the integrand of that radial integral. The estimate holds for uniform magnetization and a fixed, continuous w with w(r)/r → c, up to an error that becomes small compared with R² as R → 0, where R is the radius of the magnetized ball.

## Where the interaction is lost

A thin spherical shell of aligned, uniformly distributed moments acts as a point dipole outside itself and gives no field inside. Averaged over a shell of radius s, a moment therefore loses the part of the hyperfine integral between 0 and s:

W(s) = ∫₀ˢ w(r) dr

In a uniformly magnetized ball, the fraction of the moment per unit radius is the shell area divided by the ball volume:

D(s) = 4πs² / (4πR³/3) = 3s²/R³

The linear start of w is typical of an s₁/₂ electron in a nucleus whose charge is also spread out.

## What is stated

`shellDensity R s` is D(s), `meanSquareRadius R` is its second moment, and `lostIntegral w R` is

L(w,R) = ∫₀ᴿ w(r)(1 − r³/R³) dr

The theorems say that:

- D is normalised, with second moment 3R²/5;
- for continuous w, averaging W over the ball gives L;
- a term c rⁿ contributes 3c Rⁿ⁺¹/((n+1)(n+4)), and these contributions sum to L for a power series that represents w on [0,R] and converges absolutely at R (`HasSum`);
- L divided by the mean square radius is exactly c/2 for w = c r, and tends to c/2 for continuous w with w(r)/r → c. The filter `𝓝[>] 0` means that the radius approaches zero from above.

The shell rule enters as a model, through W; it is not derived from Maxwell's equations. The function w, called the electronic density in the Lean comments, is the hyperfine integrand and not the number density of the electrons. It is given and does not change as R shrinks, so a charge radius that varies along with R is not covered. In a real nucleus the charge and magnetic radii are similar, so w can bend noticeably within the ball, and the factor c/2 is then only approximate. L is an absolute loss; a relative correction needs division by the full point-dipole integral.

## Derivation

The moments of D are

∫₀ᴿ D ds = (3/R³)(R³/3) = 1
∫₀ᴿ s²D ds = (3/R³)(R⁵/5) = 3R²/5

Since D is the derivative of s³/R³ − 1, integration by parts gives

∫₀ᴿ D W ds = [(s³/R³ − 1)W]₀ᴿ + ∫₀ᴿ w(1 − s³/R³) ds = L(w,R)

The boundary term vanishes at R through its first factor and at 0 through W(0) = 0. For a single power,

L(c rⁿ,R) = c[Rⁿ⁺¹/(n+1) − Rⁿ⁺⁴/((n+4)R³)] = 3c Rⁿ⁺¹/((n+1)(n+4))

In a series, each integrand is at most |cₙ|Rⁿ in size, because the weight lies between 0 and 1. These bounds have a finite sum, so sum and integral may be exchanged.

For n = 1 the loss is 3cR²/10, and division by 3R²/5 gives c/2.

For general w, take ε > 0 and choose δ > 0 so that |w(r)/r − c| < ε/2 for 0 < r < δ. If 0 < R < δ, then on (0,R]

|w(r) − c r| ≤ εr/2 ≤ εR/2
|L(w,R) − L(c r,R)| ≤ εR²/2

Dividing by 3R²/5 leaves at most 5ε/6, which is less than ε.

## An arbitrary magnetization profile

The ball could have been replaced by aligned moments spread evenly over each spherical shell, with any normalised radial density ρ(s) that vanishes beyond some finite radius. A term c rⁿ would then lose c⟨sⁿ⁺¹⟩/(n+1), so the linear density would still give c/2 times ⟨s²⟩. The weight 1 − r³/R³ would become the fraction of the moment outside r, and the limit would need a rule for how ρ shrinks.

## The Lean file

```lean
import Mathlib

open Filter Topology

namespace UniformMagnetizationHyperfine

noncomputable section

/-- Fraction of the magnetic moment per unit radius, at radius `s`, in a uniformly magnetized ball
of radius `R > 0`, for `0 ≤ s ≤ R`. -/
def shellDensity (R s : ℝ) : ℝ := 3 * s ^ 2 / R ^ 3

/-- The lost hyperfine integral of the electronic density `w` for a uniformly magnetized
ball of radius `R > 0`. -/
def lostIntegral (w : ℝ → ℝ) (R : ℝ) : ℝ :=
  ∫ r in (0 : ℝ)..R, w r * (1 - r ^ 3 / R ^ 3)

/-- The mean square radius of the magnetization of a ball of radius `R > 0`. -/
def meanSquareRadius (R : ℝ) : ℝ :=
  ∫ s in (0 : ℝ)..R, s ^ 2 * shellDensity R s

/-- The radial density of the moment is normalised, and its mean square radius is
`3R²/5`. -/
theorem shellDensity_moments {R : ℝ} (hR : R ≠ 0) :
    (∫ s in (0 : ℝ)..R, shellDensity R s) = 1 ∧ meanSquareRadius R = 3 * R ^ 2 / 5 := by
  have h2 : ∫ s in (0 : ℝ)..R, s ^ 2 = R ^ 3 / 3 := by
    rw [integral_pow]; norm_num
  have h4 : ∫ s in (0 : ℝ)..R, s ^ 4 = R ^ 5 / 5 := by
    rw [integral_pow]; norm_num
  constructor
  · have h : (∫ s in (0 : ℝ)..R, shellDensity R s)
        = ∫ s in (0 : ℝ)..R, (3 / R ^ 3) * s ^ 2 :=
      intervalIntegral.integral_congr (fun s _ => by simp only [shellDensity]; ring)
    rw [h, intervalIntegral.integral_const_mul, h2]
    field_simp
  · have h : meanSquareRadius R = ∫ s in (0 : ℝ)..R, (3 / R ^ 3) * s ^ 4 :=
      intervalIntegral.integral_congr (fun s _ => by simp only [shellDensity]; ring)
    rw [h, intervalIntegral.integral_const_mul, h4]
    field_simp

/-- For continuous `w`, averaging the integral of `w` from the centre out to each moment over the
uniformly magnetized ball gives the lost hyperfine integral. -/
theorem average_loss_eq_lostIntegral {w : ℝ → ℝ} (hw : Continuous w) (R : ℝ) :
    (∫ s in (0 : ℝ)..R, shellDensity R s * ∫ r in (0 : ℝ)..s, w r)
      = lostIntegral w R := by
  rcases eq_or_ne R 0 with rfl | hR
  · simp [lostIntegral]
  have hW : ∀ s, HasDerivAt (fun u => ∫ r in (0 : ℝ)..u, w r) (w s) s :=
    fun s => (hw.integral_hasStrictDerivAt 0 s).hasDerivAt
  have hWc : Continuous (fun u => ∫ r in (0 : ℝ)..u, w r) :=
    continuous_iff_continuousAt.2 fun s => (hW s).continuousAt
  have hD : Continuous (fun s => shellDensity R s) := by
    unfold shellDensity
    fun_prop
  have hA : Continuous (fun s => shellDensity R s * ∫ r in (0 : ℝ)..s, w r) :=
    hD.mul hWc
  have hB : Continuous (fun s => w s * (1 - s ^ 3 / R ^ 3)) := by fun_prop
  -- the product whose derivative is the difference of the two integrands
  have hF : ∀ s, HasDerivAt (fun u => (u ^ 3 / R ^ 3 - 1) * ∫ r in (0 : ℝ)..u, w r)
      (shellDensity R s * (∫ r in (0 : ℝ)..s, w r) - w s * (1 - s ^ 3 / R ^ 3)) s := by
    intro s
    have h3 : HasDerivAt (fun u : ℝ => u ^ 3) (3 * s ^ 2) s := by
      simpa using hasDerivAt_pow 3 s
    refine (((h3.div_const (R ^ 3)).sub_const 1).fun_mul (hW s)).congr_deriv ?_
    simp only [shellDensity]
    ring
  have I := intervalIntegral.integral_eq_sub_of_hasDerivAt (a := 0) (b := R)
    (fun s _ => hF s) ((hA.sub hB).intervalIntegrable _ _)
  rw [intervalIntegral.integral_sub (hA.intervalIntegrable _ _)
    (hB.intervalIntegrable _ _)] at I
  simp only [intervalIntegral.integral_same, div_self (pow_ne_zero 3 hR)] at I
  unfold lostIntegral
  linarith

/-- A term `c rⁿ` of the electronic density contributes `3c Rⁿ⁺¹/((n+1)(n+4))` to the
lost integral. -/
theorem lostIntegral_monomial (c R : ℝ) (n : ℕ) :
    lostIntegral (fun r => c * r ^ n) R
      = 3 * c * R ^ (n + 1) / (((n : ℝ) + 1) * ((n : ℝ) + 4)) := by
  rcases eq_or_ne R 0 with rfl | hR
  · simp [lostIntegral]
  have p : ∀ k : ℕ, ∫ r in (0 : ℝ)..R, r ^ k = R ^ (k + 1) / ((k : ℝ) + 1) := by
    intro k
    simp [integral_pow]
  have h : lostIntegral (fun r => c * r ^ n) R
      = ∫ r in (0 : ℝ)..R, (c * r ^ n - (c / R ^ 3) * r ^ (n + 3)) :=
    intervalIntegral.integral_congr (fun r _ => by dsimp only; ring)
  have e : R ^ (n + 3 + 1) = R ^ (n + 1) * R ^ 3 := by ring
  have e' : ((n + 3 : ℕ) : ℝ) + 1 = (n : ℝ) + 4 := by push_cast; ring
  have h1 : (n : ℝ) + 1 ≠ 0 := by positivity
  have h4 : (n : ℝ) + 4 ≠ 0 := by positivity
  rw [h, intervalIntegral.integral_sub (Continuous.intervalIntegrable (by fun_prop) _ _)
    (Continuous.intervalIntegrable (by fun_prop) _ _),
    intervalIntegral.integral_const_mul, intervalIntegral.integral_const_mul, p, p, e, e']
  field_simp
  ring

/-- The fraction `1 - r³/R³` of the ball's volume outside radius `r` lies between
zero and one. -/
theorem outside_fraction_mem {r R : ℝ} (hr : 0 < r) (hrR : r ≤ R) :
    0 ≤ 1 - r ^ 3 / R ^ 3 ∧ 1 - r ^ 3 / R ^ 3 ≤ 1 := by
  have hR : 0 < R := hr.trans_le hrR
  have h1 : r ^ 3 / R ^ 3 ≤ 1 := by
    rw [div_le_one (by positivity)]
    gcongr
  have h0 : 0 ≤ r ^ 3 / R ^ 3 := by positivity
  constructor <;> linarith

/-- For an electronic density given inside the ball by a power series that converges
absolutely at `R`, the lost integral is the sum of the contributions of its terms. -/
theorem lostIntegral_powerSeries {w : ℝ → ℝ} {c : ℕ → ℝ} {R : ℝ} (hR : 0 ≤ R)
    (hc : Summable fun n => |c n| * R ^ n)
    (hw : ∀ r ∈ Set.Icc 0 R, HasSum (fun n => c n * r ^ n) (w r)) :
    HasSum (fun n : ℕ => 3 * c n * R ^ (n + 1) / (((n : ℝ) + 1) * ((n : ℝ) + 4)))
      (lostIntegral w R) := by
  have key : HasSum (fun n => lostIntegral (fun r => c n * r ^ n) R)
      (lostIntegral w R) := by
    simp only [lostIntegral]
    -- the weight is at most one in size, so each integrand is bounded by `|c n| * R ^ n`
    refine intervalIntegral.hasSum_integral_of_dominated_convergence
      (fun n _ => |c n| * R ^ n) (fun n => Continuous.aestronglyMeasurable (by fun_prop))
      (fun n => Eventually.of_forall fun t ht => ?_)
      (Eventually.of_forall fun _ _ => hc) (continuous_const.intervalIntegrable _ _)
      (Eventually.of_forall fun t ht => ?_)
    · rw [Set.uIoc_of_le hR] at ht
      obtain ⟨ht0, htR⟩ := ht
      have hf := outside_fraction_mem ht0 htR
      have hx : |1 - t ^ 3 / R ^ 3| ≤ 1 := abs_le.2 ⟨by linarith [hf.1], hf.2⟩
      rw [Real.norm_eq_abs, abs_mul, abs_mul, abs_of_nonneg (pow_nonneg ht0.le n)]
      calc |c n| * t ^ n * |1 - t ^ 3 / R ^ 3| ≤ |c n| * R ^ n * 1 := by gcongr
        _ = |c n| * R ^ n := mul_one _
    · rw [Set.uIoc_of_le hR] at ht
      exact (hw t ⟨ht.1.le, ht.2⟩).mul_right _
  simpa only [lostIntegral_monomial] using key

/-- For the linear electronic density `c r`, the ratio of the lost integral to the mean
square radius is `c/2` at every nonzero radius. -/
theorem linear_ratio (c : ℝ) {R : ℝ} (hR : R ≠ 0) :
    lostIntegral (fun r => c * r) R / meanSquareRadius R = c / 2 := by
  have h := lostIntegral_monomial c R 1
  simp only [pow_one] at h
  rw [h, (shellDensity_moments hR).2, div_eq_iff (by positivity)]
  push_cast
  ring

/-- If a continuous electronic density satisfies `w(r)/r → c` at the origin, the ratio of
the lost integral to the mean square radius tends to `c/2` as the ball shrinks. -/
theorem lostIntegral_ratio_tendsto {w : ℝ → ℝ} {c : ℝ} (hw : Continuous w)
    (h : Tendsto (fun r => w r / r) (𝓝[>] 0) (𝓝 c)) :
    Tendsto (fun R => lostIntegral w R / meanSquareRadius R) (𝓝[>] 0) (𝓝 (c / 2)) := by
  rw [Metric.tendsto_nhdsWithin_nhds] at h ⊢
  intro ε hε
  obtain ⟨δ, hδ, H⟩ := h (ε / 2) (half_pos hε)
  refine ⟨δ, hδ, ?_⟩
  intro R hR hd
  have hR0 : 0 < R := hR
  rw [Real.dist_eq, sub_zero, abs_of_pos hR0] at hd
  -- compare with the linear density
  have hD : lostIntegral w R - lostIntegral (fun r => c * r) R
      = ∫ r in (0 : ℝ)..R, (w r - c * r) * (1 - r ^ 3 / R ^ 3) := by
    unfold lostIntegral
    rw [← intervalIntegral.integral_sub (Continuous.intervalIntegrable (by fun_prop) _ _)
      (Continuous.intervalIntegrable (by fun_prop) _ _)]
    exact intervalIntegral.integral_congr (fun r _ => by dsimp only; ring)
  have hB : ‖∫ r in (0 : ℝ)..R, (w r - c * r) * (1 - r ^ 3 / R ^ 3)‖
      ≤ ε / 2 * R * |R - 0| := by
    refine intervalIntegral.norm_integral_le_of_norm_le_const fun r hr => ?_
    rw [Set.uIoc_of_le hR0.le] at hr
    obtain ⟨hr0, hrR⟩ := hr
    have hf := outside_fraction_mem hr0 hrR
    have hx : |1 - r ^ 3 / R ^ 3| ≤ 1 := abs_le.2 ⟨by linarith [hf.1], hf.2⟩
    have hq : |w r / r - c| ≤ ε / 2 := by
      have hrd : dist r 0 < δ := by
        rw [Real.dist_eq, sub_zero, abs_of_pos hr0]
        linarith
      have := H (Set.mem_Ioi.2 hr0) hrd
      rw [Real.dist_eq] at this
      exact this.le
    have e : w r - c * r = (w r / r - c) * r := by
      rw [sub_mul, div_mul_cancel₀ _ hr0.ne']
    rw [Real.norm_eq_abs, e, abs_mul, abs_mul, abs_of_pos hr0]
    calc |w r / r - c| * r * |1 - r ^ 3 / R ^ 3| ≤ ε / 2 * R * 1 := by gcongr
      _ = ε / 2 * R := mul_one _
  rw [← hD, Real.norm_eq_abs, sub_zero, abs_of_pos hR0] at hB
  have hm : 0 < 3 * R ^ 2 / 5 := by positivity
  rw [Real.dist_eq, ← linear_ratio c hR0.ne', ← sub_div, abs_div,
    (shellDensity_moments hR0.ne').2, abs_of_pos hm, div_lt_iff₀ hm]
  have hp : 0 < ε * R ^ 2 := by positivity
  nlinarith

end

end UniformMagnetizationHyperfine
```

```lean
#print axioms UniformMagnetizationHyperfine.average_loss_eq_lostIntegral
#print axioms UniformMagnetizationHyperfine.lostIntegral_powerSeries
#print axioms UniformMagnetizationHyperfine.lostIntegral_ratio_tendsto
```

```
'UniformMagnetizationHyperfine.average_loss_eq_lostIntegral' depends on axioms: [propext, Classical.choice, Quot.sound]
'UniformMagnetizationHyperfine.lostIntegral_powerSeries' depends on axioms: [propext, Classical.choice, Quot.sound]
'UniformMagnetizationHyperfine.lostIntegral_ratio_tendsto' depends on axioms: [propext, Classical.choice, Quot.sound]
```

## How the proof follows the derivation

`shellDensity_moments` integrates s² and s⁴. In `average_loss_eq_lostIntegral`, `hF` differentiates the product (s³/R³ − 1)W(s), and the fundamental theorem of calculus then gives the integration by parts.

`lostIntegral_monomial` splits the integrand into two powers. `outside_fraction_mem` bounds the weight, which supplies the domination needed in `lostIntegral_powerSeries`; the monomial formula then rewrites each term.

`linear_ratio` is the case n = 1. In `lostIntegral_ratio_tendsto`, `hD` writes the difference from the linear loss as one integral, and `hB` bounds it by εR²/2. The final `nlinarith` checks that this is less than ε times 3R²/5.
